# A division-free iteration for $a^{-1/p}$ converges from every positive guess with $a x_0^p < p+1$

For a natural number $p \ge 1$, a real $a > 0$ and a guess $x_0 > 0$, let $x_{n+1} = x_n\,(p + 1 - a x_n^p)/p$ and let $r_n = 1 - a x_n^p$ be the residual; "division-free" means that the only division is by the fixed integer $p$. For $p = 2$ and $a$ an eigenvalue of an overlap matrix $S$, the target $a^{-1/2}$ is an eigenvalue of $S^{-1/2}$, the matrix used in symmetric orthogonalisation of a non-orthogonal basis.

```lean
import Mathlib

open Filter Topology Finset

namespace InversePthRoot

noncomputable section

/-- One division-free update `x (p + 1 - a x^p) / p` towards the inverse `p`-th root of `a`,
for `p ≥ 1`. The only division is by the fixed integer `p`. -/
def step (p : ℕ) (a x : ℝ) : ℝ := x * (p + 1 - a * x ^ p) / p

/-- The sequence of iterates that starts from the guess `x₀`, for `p ≥ 1`. -/
def iter (p : ℕ) (a x₀ : ℝ) : ℕ → ℝ
  | 0 => x₀
  | n + 1 => step p a (iter p a x₀ n)

/-- The residual `1 - a x^p` of an approximate inverse `p`-th root `x` of `a`. -/
def residual (p : ℕ) (a x : ℝ) : ℝ := 1 - a * x ^ p

/-- The polynomial `1 - (p + 1) t^p + p t^(p+1)` is `(1 - t)^2` times an explicit cofactor. -/
theorem double_zero (p : ℕ) (t : ℝ) :
    1 - (p + 1) * t ^ p + p * t ^ (p + 1)
      = (1 - t) ^ 2 * ∑ k ∈ range p, ((k : ℝ) + 1) * t ^ k := by
  induction p with
  | zero => simp
  | succ p ih =>
    rw [sum_range_succ, mul_add, ← ih]
    push_cast
    ring

/-- For `p ≥ 1`, the residual after one update is the square of the old residual times an explicit
polynomial in the old residual. -/
theorem residual_step {p : ℕ} (hp : 1 ≤ p) (a x : ℝ) :
    residual p a (step p a x) = (residual p a x / p) ^ 2 *
      ∑ k ∈ range p, ((k : ℝ) + 1) * (1 + residual p a x / p) ^ k := by
  have hp0 : (p : ℝ) ≠ 0 := by
    have : p ≠ 0 := by omega
    exact_mod_cast this
  obtain ⟨q, hq⟩ : ∃ q, q = residual p a x / p := ⟨_, rfl⟩
  rw [← hq]
  have h1 : (p : ℝ) * q = 1 - a * x ^ p := by
    rw [hq]
    unfold residual
    field_simp
  -- the update multiplies `x` by `1 + q`
  have hs : step p a x = x * (1 + q) := by
    unfold step
    rw [div_eq_iff hp0]
    linear_combination (-x) * h1
  have h2 := double_zero p (1 + q)
  rw [hs]
  unfold residual
  rw [mul_pow]
  linear_combination h2 + (1 + q) ^ p * (-h1)

/-- For `p ≥ 1`, `a > 0`, `x > 0` and `a x^p ≤ p + 1`, the residual after one update is
nonnegative and at most the square of the old one. -/
theorem residual_step_bounds {p : ℕ} (hp : 1 ≤ p) {a x : ℝ} (ha : 0 < a) (hx : 0 < x)
    (h : a * x ^ p ≤ p + 1) :
    0 ≤ residual p a (step p a x) ∧ residual p a (step p a x) ≤ residual p a x ^ 2 := by
  have hp0 : (0 : ℝ) < p := by exact_mod_cast hp
  have hy : 0 < a * x ^ p := by positivity
  rw [residual_step hp]
  have hlow : 0 ≤ 1 + residual p a x / p := by
    have : -1 ≤ residual p a x / p := by
      rw [le_div_iff₀ hp0]
      unfold residual
      linarith
    linarith
  have hup : 1 + residual p a x / p ≤ 1 + 1 / p := by
    have : residual p a x ≤ 1 := by
      unfold residual
      linarith
    gcongr
  -- the cofactor takes the value `p ^ 2` at residual one
  have hS : ∑ k ∈ range p, ((k : ℝ) + 1) * (1 + 1 / (p : ℝ)) ^ k = (p : ℝ) ^ 2 := by
    have hu : (p : ℝ) * (1 + 1 / p) = p + 1 := by field_simp
    have h2 := double_zero p (1 + 1 / (p : ℝ))
    generalize 1 + 1 / (p : ℝ) = u at hu h2 ⊢
    generalize ∑ k ∈ range p, ((k : ℝ) + 1) * u ^ k = S at h2 ⊢
    have h3 : (1 - u) ^ 2 * S = 1 := by linear_combination u ^ p * hu - h2
    have h4 : (p : ℝ) * (1 - u) = -1 := by linear_combination -hu
    have h5 : ((p : ℝ) * (1 - u)) ^ 2 = 1 := by rw [h4]; norm_num
    linear_combination (p : ℝ) ^ 2 * h3 - S * h5
  constructor
  · exact mul_nonneg (sq_nonneg _) (sum_nonneg fun k _ => by positivity)
  · calc _ ≤ (residual p a x / p) ^ 2 *
          ∑ k ∈ range p, ((k : ℝ) + 1) * (1 + 1 / (p : ℝ)) ^ k := by
          refine mul_le_mul_of_nonneg_left (sum_le_sum fun k _ => ?_) (sq_nonneg _)
          exact mul_le_mul_of_nonneg_left (pow_le_pow_left₀ hlow hup k) (by positivity)
      _ = residual p a x ^ 2 := by
          rw [hS, ← mul_pow, div_mul_cancel₀ _ hp0.ne']

/-- For `p ≥ 1`, the update of a positive `x` is positive exactly when `a x^p < p + 1`. -/
theorem step_pos_iff {p : ℕ} (hp : 1 ≤ p) (a : ℝ) {x : ℝ} (hx : 0 < x) :
    0 < step p a x ↔ a * x ^ p < p + 1 := by
  have hp0 : (0 : ℝ) < p := by exact_mod_cast hp
  unfold step
  rw [div_pos_iff_of_pos_right hp0, mul_pos_iff_of_pos_left hx, sub_pos]

/-- For `p ≥ 1`, `a > 0` and `x₀ > 0`, all iterates are positive if and only if
`a x₀^p < p + 1`. -/
theorem iter_pos_iff {p : ℕ} (hp : 1 ≤ p) {a x₀ : ℝ} (ha : 0 < a) (hx : 0 < x₀) :
    (∀ n, 0 < iter p a x₀ n) ↔ a * x₀ ^ p < p + 1 := by
  have hp0 : (0 : ℝ) < p := by exact_mod_cast hp
  constructor
  · intro h
    exact (step_pos_iff hp a hx).1 (h 1)
  · intro h
    -- positivity and the bound propagate together
    have key : ∀ n, 0 < iter p a x₀ n ∧ a * iter p a x₀ n ^ p < p + 1 := by
      intro n
      induction n with
      | zero => exact ⟨hx, h⟩
      | succ n ih =>
        have hb := (residual_step_bounds hp ha ih.1 ih.2.le).1
        unfold residual at hb
        refine ⟨(step_pos_iff hp a ih.1).2 ih.2, ?_⟩
        change a * step p a (iter p a x₀ n) ^ p < p + 1
        linarith
    exact fun n => (key n).1

/-- Quadratic convergence: for `p ≥ 1`, `a > 0`, `x₀ > 0` and `a x₀^p < p + 1`, the residual `r₁`
after the first step is below one, and `n` steps later the residual lies between `0` and
`r₁^(2^n)`. -/
theorem residual_iter {p : ℕ} (hp : 1 ≤ p) {a x₀ : ℝ} (ha : 0 < a) (hx : 0 < x₀)
    (h : a * x₀ ^ p < p + 1) :
    residual p a (iter p a x₀ 1) < 1 ∧ ∀ n, 0 ≤ residual p a (iter p a x₀ (n + 1)) ∧
      residual p a (iter p a x₀ (n + 1)) ≤ residual p a (iter p a x₀ 1) ^ 2 ^ n := by
  have hpos := (iter_pos_iff hp ha hx).2 h
  have hb : ∀ n, 0 ≤ residual p a (iter p a x₀ (n + 1)) ∧
      residual p a (iter p a x₀ (n + 1)) ≤ residual p a (iter p a x₀ n) ^ 2 := fun n =>
    residual_step_bounds hp ha (hpos n) ((step_pos_iff hp a (hpos n)).1 (hpos (n + 1))).le
  refine ⟨?_, fun n => ⟨(hb n).1, ?_⟩⟩
  · have : 0 < a * iter p a x₀ 1 ^ p := mul_pos ha (pow_pos (hpos 1) p)
    unfold residual
    linarith
  · induction n with
    | zero => simp
    | succ n ih =>
      rw [pow_succ 2 n, pow_mul]
      exact (hb (n + 1)).2.trans (pow_le_pow_left₀ (hb n).1 ih 2)

/-- For `p ≥ 1`, `a > 0`, `x₀ > 0` and `a x₀^p < p + 1`, the division-free iteration stays
positive and converges to `a^(-1/p)`. -/
theorem iter_tendsto {p : ℕ} (hp : 1 ≤ p) {a x₀ : ℝ} (ha : 0 < a) (hx : 0 < x₀)
    (h : a * x₀ ^ p < p + 1) :
    (∀ n, 0 < iter p a x₀ n) ∧
      Tendsto (iter p a x₀) atTop (𝓝 (a ^ (-(1 / (p : ℝ))))) := by
  have hpos := (iter_pos_iff hp ha hx).2 h
  obtain ⟨h1, hr⟩ := residual_iter hp ha hx h
  have h0 : 0 ≤ residual p a (iter p a x₀ 1) := (hr 0).1
  refine ⟨hpos, (tendsto_add_atTop_iff_nat 1).1 ?_⟩
  -- the residual tends to zero
  have hlim : Tendsto (fun n => residual p a (iter p a x₀ (n + 1))) atTop (𝓝 0) :=
    squeeze_zero (fun n => (hr n).1)
      (fun n => (hr n).2.trans (pow_le_pow_of_le_one h0 h1.le Nat.lt_two_pow_self.le))
      (tendsto_pow_atTop_nhds_zero_of_lt_one h0 h1)
  -- recover the iterate from its residual by a real `p`-th root
  have hroot := ((hlim.const_sub 1).div_const a).rpow_const
    (p := (p : ℝ)⁻¹) (Or.inr (by positivity))
  have hval : ((1 - 0) / a) ^ ((p : ℝ)⁻¹) = a ^ (-(1 / (p : ℝ))) := by
    rw [sub_zero, one_div, one_div, Real.rpow_neg ha.le, Real.inv_rpow ha.le]
  rw [hval] at hroot
  refine hroot.congr fun n => ?_
  have hx' : (1 - residual p a (iter p a x₀ (n + 1))) / a = iter p a x₀ (n + 1) ^ p := by
    rw [div_eq_iff ha.ne']
    unfold residual
    ring
  rw [hx', Real.pow_rpow_inv_natCast (hpos (n + 1)).le (by omega)]

/-- For `p ≥ 1`, `a > 0`, `x₀ > 0` and `a x₀^p < p + 1`, the iterates never decrease from the
first step on. -/
theorem iter_le_succ {p : ℕ} (hp : 1 ≤ p) {a x₀ : ℝ} (ha : 0 < a) (hx : 0 < x₀)
    (h : a * x₀ ^ p < p + 1) (n : ℕ) : iter p a x₀ (n + 1) ≤ iter p a x₀ (n + 2) := by
  have hp0 : (0 : ℝ) < p := by exact_mod_cast hp
  have hxn := (iter_pos_iff hp ha hx).2 h (n + 1)
  have hm := mul_nonneg hxn.le ((residual_iter hp ha hx h).2 n).1
  change _ ≤ step p a (iter p a x₀ (n + 1))
  unfold step
  unfold residual at hm
  rw [le_div_iff₀ hp0]
  linarith

/-- For `p = 1`, the iteration for the reciprocal of `a`, the residual after `n` steps is exactly
the initial residual to the power `2^n`. -/
theorem residual_reciprocal (a x₀ : ℝ) (n : ℕ) :
    residual 1 a (iter 1 a x₀ n) = residual 1 a x₀ ^ 2 ^ n := by
  induction n with
  | zero => simp [iter]
  | succ n ih =>
    have hsq : residual 1 a (iter 1 a x₀ (n + 1)) = residual 1 a (iter 1 a x₀ n) ^ 2 := by
      change residual 1 a (step 1 a (iter 1 a x₀ n)) = _
      unfold residual step
      push_cast
      ring
    rw [hsq, ih, pow_succ 2 n, pow_mul]

end

end InversePthRoot
```

```lean
#print axioms InversePthRoot.iter_tendsto
#print axioms InversePthRoot.iter_le_succ
#print axioms InversePthRoot.residual_reciprocal
```

```
'InversePthRoot.iter_tendsto' depends on axioms: [propext, Classical.choice, Quot.sound]
'InversePthRoot.iter_le_succ' depends on axioms: [propext, Classical.choice, Quot.sound]
'InversePthRoot.residual_reciprocal' depends on axioms: [propext, Classical.choice, Quot.sound]
```

## Positivity, limit and rate

`step p a x` is the update rule, `iter p a x₀ n` is $x_n$, with `iter p a x₀ 0` equal to $x_0$, and `residual p a x` is $1 - a x^p$. The residual vanishes at the root and is positive when a positive $x$ lies below it. The power `x ^ p` has a natural exponent, while `a ^ (-(1 / (p : ℝ)))` is a real power of a positive number.

The main theorem, `iter_tendsto`, says that if $a x_0^p < p + 1$, then every $x_n$ is positive and $x_n \to a^{-1/p}$. Three theorems refine it; the last two have the same hypotheses, and the first assumes only $p \ge 1$ and $a, x_0 > 0$:

- `iter_pos_iff`: for $a, x_0 > 0$, the condition $a x_0^p < p+1$ is also necessary for all iterates to be positive. This is a statement about positivity, not about convergence.
- `residual_iter`: $r_1 < 1$ and $0 \le r_{n+1} \le r_1^{2^n}$ for all $n \ge 0$.
- `iter_le_succ`: $x_{n+1} \le x_{n+2}$ for all $n \ge 0$. Only the first step can decrease the iterate.

For $p = 1$, where the target is the reciprocal, `residual_reciprocal` gives the equality $r_n = r_0^{2^n}$, for all real $a$ and $x_0$.

The strict inequality can't be relaxed to $a x_0^p \le p + 1$. With $p = 1$, $a = 1$ and $x_0 = 2$ one gets $x_1 = 0$, and the sequence stays at zero instead of approaching $1$.

## From one number to an overlap matrix

In a non-orthogonal basis with overlap matrix $S$, symmetric orthogonalisation uses $S^{-1/2}$, and the dual basis is obtained with $S^{-1}$. The matrix form of the update, $X_{n+1} = X_n\,((p+1)I - S X_n^p)/p$, uses only products and sums, which can exploit sparsity as long as the products stay sparse.

The theorems concern a single real number. The step from there to the matrix is diagonalisation: if $S$ is symmetric positive definite and $X_0 = cI$ with $c > 0$, all $X_n$ are polynomials in $S$, and on an eigenvector of $S$ with eigenvalue $s$, the eigenvalue of $X_n$ follows the scalar iteration with $a = s$ and $x_0 = c$. The starting condition then reads $s_{\max} c^p < p + 1$, with $s_{\max}$ the largest eigenvalue. This reduction assumes that no matrix elements are discarded and no rounding occurs. The assumption matters. For $p = 2$, let $E$ be a small error in $X_n$ near the limit, written in the eigenbasis of $S$ with eigenvalues $s_i$. To first order, one update multiplies the element $E_{ij}$ by $(1 - \sqrt{s_i/s_j})/2$. If the largest eigenvalue is more than nine times the smallest, one of these factors exceeds one in size, and the matrix update in this form is numerically unstable.

In exact arithmetic, this condition on $c$ is thus sufficient for convergence to $S^{-1/p}$. A small $c$ meets the condition but can be slow: where $s c^p$ is tiny, the residual starts near $1$, and the early steps multiply the iterate by only about $1 + 1/p$.

## The new residual in terms of the old one

Write $r = 1 - a x^p$, $q = r/p$ and $t = 1 + q$. Since $p + 1 - a x^p = p + r$, the update is $x' = x(1 + q) = xt$. Also $a x^p = 1 - pq = p + 1 - pt$, so the new residual is

$$r' = 1 - a x^p t^p = 1 - (p+1)t^p + p\,t^{p+1}.$$

This polynomial has a double zero at $t = 1$:

$$1 - (p+1)t^p + p\,t^{p+1} = (1-t)^2 \sum_{k=0}^{p-1} (k+1)t^k.$$

Both sides vanish for $p = 0$. Passing from $p$ to $p+1$ adds $(p+1)t^p(1 - 2t + t^2)$ to the left side, which is exactly the new term on the right. This is the induction in `double_zero`, where `ring` checks the increment. Substituting $t = 1 + q$ gives `residual_step`:

$$r' = \left(\frac{r}{p}\right)^2 \sum_{k=0}^{p-1} (k+1)\left(1 + \frac{r}{p}\right)^k.$$

In Lean, `hs` is the relation $x' = x(1+q)$, and the last `linear_combination` combines the double-zero identity with $pq = 1 - a x^p$.

## Why the residual is at most squared

Let $x > 0$ and $a x^p \le p + 1$. Then $-p \le r < 1$, hence $0 \le t < 1 + 1/p$. All terms of the sum are nonnegative, so $r' \ge 0$. They also do not decrease with $t$, so the sum is at most its value at $u = 1 + 1/p$. There $pu = p + 1$, and the double-zero identity becomes

$$\frac{1}{p^2}\sum_{k=0}^{p-1}(k+1)u^k = 1 - u^p(p + 1 - pu) = 1.$$

The sum at $u$ is therefore $p^2$, and $0 \le r' \le r^2$. This is `residual_step_bounds`: `hlow` and `hup` are the bounds on $t$, `hS` is the value $p^2$, and the final `calc` compares the sums term by term.

## From the residual to the limit

For $x > 0$, the update $x'$ is positive exactly when $a x^p < p + 1$, which is `step_pos_iff`. If all iterates are positive, $x_1 > 0$ forces $a x_0^p < p + 1$. Conversely, under this condition $x_1 > 0$, and $r_1 \ge 0$ means $a x_1^p \le 1 < p + 1$, so the argument repeats. The induction `key` in `iter_pos_iff` carries positivity and the bound together.

Now $x_1 > 0$ gives $r_1 = 1 - a x_1^p < 1$, even if $r_0^2$ is large. Iterating $r_{n+1} \le r_n^2$ from $r_1$ onwards gives $r_{n+1} \le r_1^{2^n}$. Since $0 \le r_1 < 1$ and $2^n \ge n$, this is at most $r_1^n$, which tends to zero; `squeeze_zero` draws the conclusion in `iter_tendsto`. Finally,

$$x_{n+1} = \left(\frac{1 - r_{n+1}}{a}\right)^{1/p} \longrightarrow a^{-1/p}$$

by continuity of the real power, which enters through `rpow_const`. Positivity is what allows $x_{n+1}$ to be recovered from its $p$-th power. The shift by one index is removed by `tendsto_add_atTop_iff_nat`.

Monotonicity follows from $x_{n+2} - x_{n+1} = x_{n+1} r_{n+1}/p \ge 0$. For $p = 1$, direct expansion gives $1 - ax(2 - ax) = (1 - ax)^2$, and induction on $n$ yields the exact power.
